# A factorial bound on powers of a commutator that commutes with one of its factors

Let $R$ be a real normed algebra: an associative algebra with unit $1$ and a norm satisfying $\|XY\|\le\|X\|\,\|Y\|$. Its elements play the part of bounded operators. No value is prescribed for $\|1\|$, and completeness is assumed only where it is mentioned. For fixed $A\in R$ write

$$D(X)=[A,X]=AX-XA,$$

and let $D^n$ be the $n$-fold application of $D$, with $D^0(X)=X$. For a second element $B$ put $C=D(B)=[A,B]$. The standing hypothesis is $AC=CA$, or equivalently $D(C)=0$. Nothing is assumed about $[B,C]$.

## The bound and its consequences

The claim is that

$$n!\,\|C^n\|\le(2\|A\|\,\|B\|)^n\qquad(n\ge1).$$

**Product rule.** Adding and subtracting $XAY$ gives

$$D(XY)=(AX-XA)Y+X(AY-YA)=D(X)\,Y+X\,D(Y).$$

**Nested commutators of $BX$.** For every $k\ge0$,

$$D^{k+1}(BX)=B\,D^{k+1}(X)+(k+1)\,C\,D^k(X).$$

For $k=0$ this is the product rule. For the induction step, apply $D$ once more. The first term gives $C\,D^{k+1}(X)+B\,D^{k+2}(X)$. The second gives $(k+1)\,C\,D^{k+1}(X)$, because $D(C)=0$. The sum is $B\,D^{k+2}(X)+(k+2)\,C\,D^{k+1}(X)$, as required.

**Nested commutators of $B^n$.** For every $n\ge0$, $D^n(B^n)=n!\,C^n$. Both sides are $1$ at $n=0$. If the identity holds for $n$, then $D^{n+1}(B^n)=n!\,D(C^n)=0$, since $A$ commutes with every power of $C$. The previous formula with $X=B^n$ and $k=n$ now gives

$$D^{n+1}(B\,B^n)=B\cdot0+(n+1)\,C\,n!\,C^n=(n+1)!\,C^{n+1}.$$

**Norms.** The triangle inequality gives $\|D(X)\|\le2\|A\|\,\|X\|$, hence $\|D^n(X)\|\le(2\|A\|)^n\|X\|$. For $n\ge1$ we also have $\|B^n\|\le\|B\|^n$, so

$$n!\,\|C^n\|=\|D^n(B^n)\|\le(2\|A\|)^n\|B\|^n.$$

At $n=0$ the bound would read $\|1\|\le1$, which has not been assumed.

**Decay and invertibility.** For real $t$ and $n\ge1$,

$$\|(tC)^n\|\le\frac{(2|t|\,\|A\|\,\|B\|)^n}{n!}\longrightarrow0.$$

Suppose $R$ is complete, set $x=tC$, and choose $n\ge1$ with $\|x^n\|<1$. The Neumann series inverts $1-x^n$, and

$$1-x^n=(1-x)(1+x+\dots+x^{n-1}).$$

The two factors commute and their product is invertible, so $1-x$ is invertible.

**No commutator equals the identity.** If $C=1$, the hypothesis $AC=CA$ holds automatically. Taking $t=1$, the constant sequence $\|1\|$ tends to zero, so $1=0$. This is impossible in a nontrivial algebra, that is, one with $1\ne0$. Completeness is not used.

**Canonical pairs.** If $[X,P]=i\hbar\,1$ in a nontrivial complex normed algebra with $\hbar\ne0$, then $[X,P/(i\hbar)]=1$, which has just been excluded. In quantum mechanics, position and momentum therefore cannot both be represented by bounded operators obeying the canonical relation exactly; in particular, matrices in a finite basis set cannot obey it.

## The commutator in Lean

```lean
import Mathlib

open Filter Topology

namespace BoundedCommutator
```

The commutator is defined for any ring, without a norm.

```lean
/-- The commutator `[A, X] = A X - X A`. -/
def comm {R : Type*} [Ring R] (A X : R) : R := A * X - X * A
```

With one argument supplied, `comm A` is the map $D$, and `(comm A)^[n]` is $D^n$. The expression `comm A B` is $C$.

```lean
section Algebra

variable {R : Type*} [Ring R]

/-- The commutator with `A` obeys the product rule. -/
theorem comm_mul (A X Y : R) : comm A (X * Y) = comm A X * Y + X * comm A Y := by
  unfold comm
  noncomm_ring
```

The product rule holds in every ring. After the definition is unfolded, `noncomm_ring` checks the identity without exchanging any factors.

## Algebraic identities without a norm

The hypothesis `Commute A (comm A B)` says $AC=CA$. A natural number followed by `•` denotes repeated addition, so these identities need no scalar field.

```lean
/-- If `[A, B]` commutes with `A`, the nested commutators of `A` with a product `B X`
consist of two terms only. -/
theorem iterate_comm_mul {A B : R} (h : Commute A (comm A B)) (X : R) (k : ℕ) :
    (comm A)^[k + 1] (B * X) =
      B * (comm A)^[k + 1] X + (k + 1) • (comm A B * (comm A)^[k] X) := by
  have hzero : comm A (comm A B) = 0 := sub_eq_zero.2 h.eq
  have hadd : ∀ Y Z : R, comm A (Y + Z) = comm A Y + comm A Z := by
    intro Y Z
    unfold comm
    noncomm_ring
  have hsmul : ∀ (m : ℕ) (Y : R), comm A (m • Y) = m • comm A Y := by
    intro m Y
    simp only [comm, mul_smul_comm, smul_mul_assoc, smul_sub]
  induction k with
  | zero =>
    simp only [zero_add, Function.iterate_one, Function.iterate_zero, id_eq, one_smul]
    rw [comm_mul, add_comm]
  | succ k ih =>
    have e1 : comm A ((comm A)^[k] X) = (comm A)^[k + 1] X :=
      (Function.iterate_succ_apply' (comm A) k X).symm
    have e2 : comm A ((comm A)^[k + 1] X) = (comm A)^[k + 1 + 1] X :=
      (Function.iterate_succ_apply' (comm A) (k + 1) X).symm
    -- one more commutator acts on both terms, and it annihilates `[A, B]`
    rw [Function.iterate_succ_apply' (comm A) (k + 1) (B * X), ih, hadd, hsmul,
      comm_mul A B, comm_mul A (comm A B), hzero, zero_mul, zero_add, e1, e2,
      succ_nsmul _ (k + 1)]
    abel
```

Here `hzero` is $D(C)=0$, while `hadd` and `hsmul` state that $D$ respects sums and natural multiples. The induction is the one above: the rewriting applies the product rule to both terms, removes the one containing $D(C)$, and leaves `abel` to collect $k+2$ copies of $C\,D^{k+1}(X)$.

```lean
/-- If `[A, B]` commutes with `A`, the `n`-fold commutator of `A` with `B ^ n` is
`n!` times the `n`-th power of `[A, B]`. -/
theorem iterate_comm_pow {A B : R} (h : Commute A (comm A B)) (n : ℕ) :
    (comm A)^[n] (B ^ n) = n.factorial • (comm A B) ^ n := by
  induction n with
  | zero => simp
  | succ n ih =>
    -- one commutator too many gives zero
    have hz : (comm A)^[n + 1] (B ^ n) = 0 := by
      rw [Function.iterate_succ_apply', ih]
      exact sub_eq_zero.2 ((h.pow_right n).smul_right n.factorial).eq
    rw [pow_succ' B n, iterate_comm_mul h, hz, mul_zero, zero_add, ih, mul_smul_comm,
      ← pow_succ', smul_smul, Nat.factorial_succ]

end Algebra
```

The intermediate equation `hz` is $D^{n+1}(B^n)=0$. The last rewriting splits $B^{n+1}$ as $B\,B^n$, applies the two-term formula, and combines $(n+1)\,n!$ into $(n+1)!$.

## From the identity to the estimate

```lean
section Norm

variable {R : Type*} [NormedRing R]

/-- An `n`-fold commutator with `A` enlarges the norm at most by the factor `(2 ‖A‖) ^ n`. -/
theorem norm_iterate_comm_le (A X : R) (n : ℕ) :
    ‖(comm A)^[n] X‖ ≤ (2 * ‖A‖) ^ n * ‖X‖ := by
  induction n with
  | zero => simp
  | succ n ih =>
    rw [Function.iterate_succ_apply']
    set Y := (comm A)^[n] X
    have h1 : ‖comm A Y‖ ≤ ‖A * Y‖ + ‖Y * A‖ := norm_sub_le _ _
    have h2 := norm_mul_le A Y
    have h3 := norm_mul_le Y A
    calc ‖comm A Y‖ ≤ 2 * ‖A‖ * ‖Y‖ := by linarith [mul_comm ‖Y‖ ‖A‖]
      _ ≤ 2 * ‖A‖ * ((2 * ‖A‖) ^ n * ‖X‖) := by gcongr
      _ = (2 * ‖A‖) ^ (n + 1) * ‖X‖ := by ring
```

A `NormedRing` supplies the triangle inequality and the submultiplicative norm. The `calc` block bounds one further commutator by $2\|A\|$ and then inserts the induction hypothesis.

```lean
variable [NormedAlgebra ℝ R]

/-- If `C = [A, B]` commutes with `A`, then `n! ‖C ^ n‖ ≤ (2 ‖A‖ ‖B‖) ^ n` for every
`n ≥ 1`. -/
theorem factorial_mul_norm_comm_pow_le {A B : R} (h : Commute A (comm A B))
    {n : ℕ} (hn : 1 ≤ n) :
    (n.factorial : ℝ) * ‖(comm A B) ^ n‖ ≤ (2 * ‖A‖ * ‖B‖) ^ n := by
  have e : ‖n.factorial • (comm A B) ^ n‖ = (n.factorial : ℝ) * ‖(comm A B) ^ n‖ := by
    rw [← Nat.cast_smul_eq_nsmul ℝ, norm_smul, Real.norm_natCast]
  have hB : ‖B ^ n‖ ≤ ‖B‖ ^ n := norm_pow_le' B hn
  rw [← e, ← iterate_comm_pow h n]
  calc ‖(comm A)^[n] (B ^ n)‖ ≤ (2 * ‖A‖) ^ n * ‖B ^ n‖ := norm_iterate_comm_le A _ n
    _ ≤ (2 * ‖A‖) ^ n * ‖B‖ ^ n := by gcongr
    _ = (2 * ‖A‖ * ‖B‖) ^ n := (mul_pow _ _ n).symm
```

This is the main bound. The real algebra structure enters through the equation `e`, which says $\|n!\,C^n\|=n!\,\|C^n\|$; in a general normed ring only "$\le$" is available, and that is the wrong direction here. The assumption `hn : 1 ≤ n` is used for $\|B^n\|\le\|B\|^n$.

```lean
/-- If `C = [A, B]` commutes with `A`, the powers of every real multiple `t C` tend to
zero in norm. -/
theorem tendsto_norm_smul_comm_pow {A B : R} (h : Commute A (comm A B)) (t : ℝ) :
    Tendsto (fun n : ℕ => ‖(t • comm A B) ^ n‖) atTop (𝓝 0) := by
  refine squeeze_zero' (Eventually.of_forall fun n => norm_nonneg _) ?_
    (FloorSemiring.tendsto_pow_div_factorial_atTop (|t| * (2 * ‖A‖ * ‖B‖)))
  filter_upwards [eventually_ge_atTop 1] with n hn
  have hf : (0 : ℝ) < n.factorial := by exact_mod_cast n.factorial_pos
  rw [smul_pow, norm_smul, norm_pow, Real.norm_eq_abs, le_div_iff₀ hf, mul_pow |t|]
  calc |t| ^ n * ‖(comm A B) ^ n‖ * n.factorial
      = |t| ^ n * (n.factorial * ‖(comm A B) ^ n‖) := by ring
    _ ≤ |t| ^ n * (2 * ‖A‖ * ‖B‖) ^ n :=
      mul_le_mul_of_nonneg_left (factorial_mul_norm_comm_pow_le h hn) (by positivity)
```

`Tendsto … atTop (𝓝 0)` is convergence to zero as $n\to\infty$. The proof squeezes the norm between zero and $(|t|\cdot2\|A\|\,\|B\|)^n/n!$, with the upper estimate required only from $n=1$ onwards.

```lean
/-- In a complete algebra, if `C = [A, B]` commutes with `A`, then `1 - t C` is invertible
for every real `t`. -/
theorem isUnit_one_sub_smul_comm [CompleteSpace R] {A B : R}
    (h : Commute A (comm A B)) (t : ℝ) : IsUnit (1 - t • comm A B) := by
  obtain ⟨n, hn⟩ :=
    ((tendsto_norm_smul_comm_pow h t).eventually_lt_const zero_lt_one).exists
  set x := t • comm A B
  -- `1 - x` is a factor of the invertible element `1 - x ^ n`
  have hu : IsUnit (1 - x ^ n) := isUnit_one_sub_of_norm_lt_one hn
  have hc : Commute (1 - x) (∑ i ∈ Finset.range n, x ^ i) :=
    Commute.sum_right _ _ _ fun i _ =>
      (Commute.one_left _).sub_left ((Commute.refl x).pow_right i)
  rw [← mul_neg_geom_sum x n] at hu
  exact (hc.isUnit_mul_iff.1 hu).1
```

`CompleteSpace R` makes the algebra a Banach algebra, and `IsUnit` means having a two-sided inverse. The element `hu` is the invertibility of $1-x^n$, and `hc` is the commutation of $1-x$ with the geometric sum. The statement is written for real $t$. In a complex Banach algebra a complex multiple $zC=[A,zB]$ also commutes with $A$, so the case $t=1$ applied to $A$ and $zB$ makes $1-zC$ invertible for complex $z$ as well.

## Excluding the identity and the canonical relation

```lean
/-- Wielandt's theorem: in a nontrivial real normed algebra no commutator equals the
identity. -/
theorem wielandt [Nontrivial R] (A B : R) : comm A B ≠ 1 := by
  intro h
  have hc : Commute A (comm A B) := by
    rw [h]
    exact Commute.one_right A
  have ht := tendsto_norm_smul_comm_pow hc 1
  simp only [h, one_smul, one_pow] at ht
  -- a constant sequence tends to zero only if the constant is zero
  exact norm_ne_zero_iff.2 (one_ne_zero (α := R)) (tendsto_nhds_unique tendsto_const_nhds ht)

end Norm
```

`Nontrivial R` is the condition $1\ne0$; in the zero algebra the equation $[A,B]=1$ does hold. The proof substitutes $C=1$ into the decay statement and uses uniqueness of limits to obtain $\|1\|=0$.

```lean
/-- In a nontrivial complex normed algebra, no two elements `X` and `P` satisfy
`[X, P] = i ħ` with `ħ ≠ 0`. -/
theorem no_bounded_canonical_pair {R : Type*} [NormedRing R] [NormedAlgebra ℂ R]
    [Nontrivial R] (X P : R) {hbar : ℝ} (hh : hbar ≠ 0) :
    comm X P ≠ (Complex.I * (hbar : ℂ)) • (1 : R) := by
  intro h
  have hne : Complex.I * (hbar : ℂ) ≠ 0 :=
    mul_ne_zero Complex.I_ne_zero (Complex.ofReal_ne_zero.2 hh)
  -- rescaling `P` would turn the commutator into the identity
  apply wielandt X ((Complex.I * (hbar : ℂ))⁻¹ • P)
  unfold comm at h ⊢
  rw [mul_smul_comm, smul_mul_assoc, ← smul_sub, h, smul_smul, inv_mul_cancel₀ hne, one_smul]
```

The scalars are now complex, and the right-hand side is $i\hbar$ times the unit. The real number `hbar` stands for the reduced Planck constant, which sets the scale of the canonical commutator; only its being nonzero matters. `X` and `P` are arbitrary elements and need not be self-adjoint. The proof multiplies `P` by $(i\hbar)^{-1}$ and applies `wielandt`. Unbounded operators and their domains are not covered.

## A nonzero example

The hypothesis $[A,C]=0$ allows a nonzero $C$ and does not force $[B,C]=0$. Take

$$A=\begin{pmatrix}0&1\\0&0\end{pmatrix},\qquad B=\begin{pmatrix}0&0\\0&1\end{pmatrix}.$$

Then $AB=A$ and $BA=0$, so $C=A$. This commutes with $A$, but $BC=0$ while $CB=A\ne0$.

```lean
/-- For two explicit real `2 × 2` matrices `A` and `B`, the commutator `[A, B]` is nonzero
and commutes with `A` but not with `B`. -/
theorem commute_comm_witness :
    let A : Matrix (Fin 2) (Fin 2) ℝ := !![0, 1; 0, 0]
    let B : Matrix (Fin 2) (Fin 2) ℝ := !![0, 0; 0, 1]
    Commute A (comm A B) ∧ comm A B ≠ 0 ∧ ¬ Commute B (comm A B) := by
  intro A B
  have h : comm A B = A := by
    ext i j
    fin_cases i <;> fin_cases j <;>
      simp [A, B, comm]
  rw [h]
  refine ⟨Commute.refl A, fun e => ?_, fun e => ?_⟩
  · have h01 := congrFun (congrFun e 0) 1
    simp [A] at h01
  · have h01 := congrFun (congrFun e.eq 0) 1
    simp [A, B, Matrix.mul_apply, Fin.sum_univ_succ] at h01

end BoundedCommutator
```

The lemma `h` establishes $C=A$ entry by entry. Both negative claims are then settled by the upper right entry, `0 1` in Lean's numbering from zero. The example tests the algebraic hypothesis and involves no choice of matrix norm.

```lean
#print axioms BoundedCommutator.isUnit_one_sub_smul_comm
-- 'BoundedCommutator.isUnit_one_sub_smul_comm' depends on axioms: [propext, Classical.choice, Quot.sound]
#print axioms BoundedCommutator.no_bounded_canonical_pair
-- 'BoundedCommutator.no_bounded_canonical_pair' depends on axioms: [propext, Classical.choice, Quot.sound]
```

## Operators on a common domain

A different model would take $X$ and $P$ to be linear maps of a space of functions into itself, with no norm on the operators. On complex polynomials in $x$, let $(Xf)(x)=x f(x)$ and $Pf=-i\hbar f'$. Then

$$(XP-PX)f=-i\hbar\,xf'+i\hbar\,(xf)'=i\hbar f,$$

so the canonical relation holds exactly. The identity $D^n(B^n)=n!\,C^n$ remains available in this model, because it requires only a ring. The norm estimate is lost, and with it the exclusion of canonical pairs.
